# Onset and size of spin contamination in a two-electron, one-angle model

## Two electrons in a stretched bond

Near its equilibrium length, a two-electron bond is reasonably described by one doubly occupied bonding orbital. When the bond is stretched, this closed-shell determinant keeps too much ionic character, and the energy can be lowered by giving the two spins different spatial orbitals. The resulting determinant is in general no longer a singlet. At what point does this begin, and how large is ⟨S²⟩ afterwards?

Take two real orthonormal orbitals φ₁ (bonding) and φ₂ (antibonding), and a mixing angle t. The spin-up and spin-down electrons occupy

u = cos t φ₁ + sin t φ₂,  v = cos t φ₁ − sin t φ₂.

At t = 0 both electrons are in φ₁, and at t = π/2 both are in φ₂, up to a sign. With one-electron energies h1 and h2, Coulomb integrals J11, J22 and J12, and exchange integral K, the energy is

E(t) = 2 cos²t h1 + 2 sin²t h2 + cos⁴t J11 + sin⁴t J22 + 2 sin²t cos²t (J12 − 2K).

Two combinations of the integrals determine the minimizing angles:

a = h2 − h1 − J11 + J12 − 2K,
b = J11 + J22 − 2 J12 + 4K.

The condition b > 0 is assumed throughout. Physically, b is the Coulomb repulsion of the density difference φ₁² − φ₂² with itself, plus four times that of the product φ₁φ₂ with itself, so it is positive for true Coulomb integrals.

## The closed shell and its instability

Minimization is over the angle t only. For b > 0:

- t = 0 is a global minimizer exactly when a ≥ 0.
- For −b ≤ a < 0 minimizers exist, and they all have sin²t = −a/b and ⟨S²⟩ = −4a(a + b)/b².
- A minimizer has ⟨S²⟩ > 0 exactly when −b < a < 0, and ⟨S²⟩ = 1 exactly when a = −b/2.

Put x = sin²t, which takes every value from 0 to 1. Then cos²t = 1 − x, and collecting powers of x gives

E(t) = E(0) + 2ax + bx².

If a ≥ 0, neither added term is negative, so t = 0 is a minimizer. If a < 0, take the trial value y = −a/(b − a), which lies between 0 and 1. Since by = ay − a, the energy change is

2ay + by² = ay(1 + y) < 0,

and t = 0 is not a minimizer.

For −b ≤ a ≤ 0 the number m = −a/b lies in [0, 1], and completing the square gives

E(t) = E(0) − bm² + b(x − m)².

The minimum is reached exactly at x = m.

## From orbital overlap to ⟨S²⟩

The normalized determinant, with α for spin up and β for spin down, is

D = [u(1)α(1) v(2)β(2) − v(1)β(1) u(2)α(2)]/√2.

In units of ħ², S² = S₋S₊ + S_z² + S_z. Because S_z D = 0, only the first term contributes, and ⟨S²⟩ is the squared norm of

S₊D = [u(1)v(2) − v(1)u(2)] α(1)α(2)/√2.

For normalized u and v this is

⟨S²⟩ = (2 − 2(u·v)²)/2 = 1 − (u·v)².

Here u·v = cos²t − sin²t = cos 2t, so

⟨S²⟩ = sin²(2t) = 4x(1 − x).

Inserting x = −a/b gives −4a(a + b)/b².

Now let t be any minimizer with ⟨S²⟩ > 0, so that 0 < x < 1. Comparison with t = 0 gives 2a + bx ≤ 0, hence a < 0. Comparison with t = π/2 gives 2a + b(1 + x) ≥ 0, hence a > −b. Conversely, inside this window the formula for ⟨S²⟩ is positive. Finally, −4a(a + b)/b² = 1 is the same as (2a + b)² = 0, that is, a = −b/2.

## The dissociation limit, and a negative b

Describe the stretched bond by two sites with on-site repulsion U > 0, hopping amplitude τ ≥ 0 and no repulsion between sites. Then h2 − h1 = 2τ and all four two-electron integrals equal U/2, so a = 2τ − U and b = 2U. The closed shell is stable for U ≤ 2τ; beyond that, ⟨S²⟩ = 1 − (2τ/U)². At τ = 0 this reaches 1, the value for an equal mixture of singlet and triplet.

The condition b > 0 matters. As a purely algebraic example, since a true Coulomb integral J22 cannot be negative, set h2 = 1, J22 = −4 and the other four integrals to zero. Then a = 1 and b = −4, but E(π/2) − E(0) = 2a + b = −2, so t = 0 is not a minimizer although a ≥ 0.

## States, spin operators and energy in Lean

A `TwoElectron` state is a real amplitude depending on the orbital and spin of each electron. Orbital index 0 stands for φ₁ and 1 for φ₂. Spin index 0 is up and 1 is down. The type itself does not impose antisymmetry, but `slater u v` is antisymmetric by construction. It omits the factor 1/√2, so its squared norm is 2 for normalized orbitals, and `meanSpinSq` divides by that norm.

The operator `spinSq` is built from one-electron spin matrices through `total`, which adds the action on both electrons. The value of ⟨S²⟩ is therefore computed from the state `uhf t`.

The energy is treated differently. `Integrals` holds six arbitrary real numbers, and `Integrals.energy` is the expression for E(t) taken as a definition, not derived from a Hamiltonian. `IsMinimizer` compares an angle with all real angles. It does not compare the determinant with others outside the family, or with correlated states.

The theorems `restricted_minimizer_iff`, `broken_symmetry_spin`, `contaminated_iff` and `spin_eq_one_iff` state the results listed above. The last two start from a given minimizer and place no prior restriction on a.

For a symmetric bond, where φ₁ and φ₂ have opposite parity, t = 0 is a restricted Hartree–Fock solution in the space of these two orbitals. The results then describe how it gives way to an unrestricted one within the one-angle family, and which ⟨S²⟩ the latter has. In a polar bond the two spins generally need independent mixing angles, which this model does not allow.

## The complete file

```lean
import Mathlib

open Matrix

namespace SpinContamination

noncomputable section

/-- Amplitudes of two electrons in two real orbitals; the arguments are orbital and spin of
electron 1, then orbital and spin of electron 2 (spin index 0 is up, 1 is down). -/
abbrev TwoElectron := Fin 2 → Fin 2 → Fin 2 → Fin 2 → ℝ

/-- The sum over both electrons of a one-electron spin operator `s`. -/
def total (s : Matrix (Fin 2) (Fin 2) ℝ) (Ψ : TwoElectron) : TwoElectron :=
  fun p σ q τ => ∑ k, s σ k * Ψ p k q τ + ∑ k, s τ k * Ψ p σ q k

/-- The total spin operator `S² = S₋ S₊ + S_z² + S_z`, in units of `ħ²`. -/
def spinSq (Ψ : TwoElectron) : TwoElectron := fun p σ q τ =>
  total !![0, 0; 1, 0] (total !![0, 1; 0, 0] Ψ) p σ q τ
    + total !![1/2, 0; 0, -1/2] (total !![1/2, 0; 0, -1/2] Ψ) p σ q τ
    + total !![1/2, 0; 0, -1/2] Ψ p σ q τ

/-- The inner product of two real two-electron states. -/
def overlap (Φ Ψ : TwoElectron) : ℝ :=
  ∑ p, ∑ σ, ∑ q, ∑ τ, Φ p σ q τ * Ψ p σ q τ

/-- The expectation value of `S²` in a nonzero state `Ψ`, which need not be normalized. -/
def meanSpinSq (Ψ : TwoElectron) : ℝ := overlap Ψ (spinSq Ψ) / overlap Ψ Ψ

/-- The unnormalized Slater determinant with a spin-up electron in orbital `u` and a spin-down
electron in orbital `v`. -/
def slater (u v : Fin 2 → ℝ) : TwoElectron := fun p σ q τ =>
  u p * ![1, 0] σ * (v q * ![0, 1] τ) - v p * ![0, 1] σ * (u q * ![1, 0] τ)

/-- The determinant with orbitals `cos t φ₁ + sin t φ₂` for spin up and `cos t φ₁ - sin t φ₂` for
spin down, where `φ₁` and `φ₂` are the basis orbitals with index 0 and 1. -/
def uhf (t : ℝ) : TwoElectron :=
  slater ![Real.cos t, Real.sin t] ![Real.cos t, -Real.sin t]

/-- One-electron energies, Coulomb integrals and the exchange integral of two orbitals. -/
structure Integrals where
  (h1 h2 J11 J22 J12 K : ℝ)

/-- The energy of the determinant `uhf t` as a function of the mixing angle. -/
def Integrals.energy (I : Integrals) (t : ℝ) : ℝ :=
  2 * Real.cos t ^ 2 * I.h1 + 2 * Real.sin t ^ 2 * I.h2
    + Real.cos t ^ 4 * I.J11 + Real.sin t ^ 4 * I.J22
    + 2 * Real.sin t ^ 2 * Real.cos t ^ 2 * (I.J12 - 2 * I.K)

/-- The stability parameter `a = h2 - h1 - J11 + J12 - 2K`. -/
def Integrals.a (I : Integrals) : ℝ := I.h2 - I.h1 - I.J11 + I.J12 - 2 * I.K

/-- The quartic parameter `b = J11 + J22 - 2 J12 + 4K`. -/
def Integrals.b (I : Integrals) : ℝ := I.J11 + I.J22 - 2 * I.J12 + 4 * I.K

/-- The angle `t` gives the lowest energy among all mixing angles. -/
def Integrals.IsMinimizer (I : Integrals) (t : ℝ) : Prop := ∀ s, I.energy t ≤ I.energy s

/-- For normalized real orbitals `u` and `v`, the determinant has `⟨S²⟩ = 1 - ⟨u|v⟩²`. -/
theorem meanSpinSq_slater (u v : Fin 2 → ℝ) (hu : u ⬝ᵥ u = 1) (hv : v ⬝ᵥ v = 1) :
    meanSpinSq (slater u v) = 1 - (u ⬝ᵥ v) ^ 2 := by
  have hN : overlap (slater u v) (slater u v) = 2 * ((u ⬝ᵥ u) * (v ⬝ᵥ v)) := by
    simp [overlap, slater, dotProduct, Fin.sum_univ_two]
    ring
  have hS : overlap (slater u v) (spinSq (slater u v))
      = 2 * ((u ⬝ᵥ u) * (v ⬝ᵥ v) - (u ⬝ᵥ v) ^ 2) := by
    simp [overlap, spinSq, total, slater, dotProduct, Fin.sum_univ_two]
    ring
  rw [meanSpinSq, hN, hS, hu, hv]
  ring

/-- The determinant with mixing angle `t` has `⟨S²⟩ = sin²(2t)`. -/
theorem meanSpinSq_uhf (t : ℝ) : meanSpinSq (uhf t) = Real.sin (2 * t) ^ 2 := by
  have h := Real.sin_sq_add_cos_sq t
  rw [uhf, meanSpinSq_slater]
  · simp only [dotProduct, Fin.sum_univ_two, Matrix.cons_val_zero, Matrix.cons_val_one]
    rw [Real.sin_two_mul]
    linear_combination (-(1 + Real.sin t ^ 2 + Real.cos t ^ 2)) * h
  · simp only [dotProduct, Fin.sum_univ_two, Matrix.cons_val_zero, Matrix.cons_val_one]
    linear_combination h
  · simp only [dotProduct, Fin.sum_univ_two, Matrix.cons_val_zero, Matrix.cons_val_one]
    linear_combination h

/-- The energy is a quadratic polynomial in `sin² t`, with coefficients `2a` and `b`. -/
theorem energy_eq (I : Integrals) (t : ℝ) :
    I.energy t = I.energy 0 + 2 * I.a * Real.sin t ^ 2 + I.b * (Real.sin t ^ 2) ^ 2 := by
  simp only [Integrals.energy, Integrals.a, Integrals.b, Real.cos_zero, Real.sin_zero]
  rw [show Real.cos t ^ 4 = (Real.cos t ^ 2) ^ 2 by ring, Real.cos_sq']
  ring

/-- Every number between 0 and 1 is `sin² t` for some mixing angle `t`. -/
theorem exists_angle {x : ℝ} (h0 : 0 ≤ x) (h1 : x ≤ 1) : ∃ t, Real.sin t ^ 2 = x := by
  refine ⟨Real.arcsin (Real.sqrt x), ?_⟩
  rw [Real.sin_arcsin (by linarith [Real.sqrt_nonneg x])
    (Real.sqrt_le_iff.mpr ⟨by norm_num, by linarith⟩), Real.sq_sqrt h0]

/-- For `b > 0`, the closed-shell determinant `t = 0` has the lowest energy among all mixing angles
exactly when `a ≥ 0`. -/
theorem restricted_minimizer_iff (I : Integrals) (hb : 0 < I.b) :
    I.IsMinimizer 0 ↔ 0 ≤ I.a := by
  constructor
  · intro h
    by_contra hn
    have ha : I.a < 0 := not_le.mp hn
    have hd : 0 < I.b - I.a := by linarith
    -- a trial angle that lowers the energy
    obtain ⟨y, hy⟩ : ∃ y, y = -I.a / (I.b - I.a) := ⟨_, rfl⟩
    have hy0 : 0 < y := by rw [hy]; exact div_pos (by linarith) hd
    have hy1 : y ≤ 1 := by rw [hy]; exact (div_le_one hd).2 (by linarith)
    have hyd : y * (I.b - I.a) = -I.a := by rw [hy]; exact div_mul_cancel₀ _ hd.ne'
    obtain ⟨t, ht⟩ := exists_angle hy0.le hy1
    have h' : I.energy 0 ≤ I.energy t := h t
    rw [energy_eq I t, ht] at h'
    have e : 2 * I.a * y + I.b * y ^ 2 = I.a * (y * (1 + y)) := by
      linear_combination y * hyd
    have hneg : I.a * (y * (1 + y)) < 0 :=
      mul_neg_of_neg_of_pos ha (mul_pos hy0 (by linarith))
    linarith
  · intro ha s
    rw [energy_eq I s]
    have h1 := mul_nonneg ha (sq_nonneg (Real.sin s))
    have h2 := mul_nonneg hb.le (sq_nonneg (Real.sin s ^ 2))
    linarith

/-- For `b > 0` and `-b ≤ a ≤ 0`, the angles of lowest energy are exactly those with
`sin² t = -a/b`. -/
theorem minimizer_iff (I : Integrals) (hb : 0 < I.b) (h1 : -I.b ≤ I.a) (h2 : I.a ≤ 0)
    (t : ℝ) : I.IsMinimizer t ↔ Real.sin t ^ 2 = -I.a / I.b := by
  obtain ⟨m, hm⟩ : ∃ m, m = -I.a / I.b := ⟨_, rfl⟩
  have hm0 : 0 ≤ m := by rw [hm]; exact div_nonneg (by linarith) hb.le
  have hm1 : m ≤ 1 := by rw [hm]; exact (div_le_one hb).2 (by linarith)
  have hmb : m * I.b = -I.a := by rw [hm]; exact div_mul_cancel₀ _ hb.ne'
  -- completing the square
  have key : ∀ s, I.energy s
      = I.energy 0 - I.b * m ^ 2 + I.b * (Real.sin s ^ 2 - m) ^ 2 := by
    intro s
    rw [energy_eq I s]
    linear_combination (2 * Real.sin s ^ 2) * hmb
  rw [← hm]
  constructor
  · intro h
    obtain ⟨r, hr⟩ := exists_angle hm0 hm1
    have h' : I.energy t ≤ I.energy r := h r
    rw [key t, key r, hr] at h'
    by_contra hne
    have hp : 0 < (Real.sin t ^ 2 - m) ^ 2 := sq_pos_of_ne_zero (sub_ne_zero.mpr hne)
    have := mul_pos hb hp
    rw [sub_self] at h'
    linarith
  · intro h s
    rw [key t, key s, h, sub_self]
    have := mul_nonneg hb.le (sq_nonneg (Real.sin s ^ 2 - m))
    linarith

/-- For `b > 0` and `-b ≤ a < 0`, some determinant `uhf t` has the lowest energy among all mixing
angles, and each such determinant has `sin² t = -a/b` and `⟨S²⟩ = -4a(a+b)/b²`. -/
theorem broken_symmetry_spin (I : Integrals) (hb : 0 < I.b) (h1 : -I.b ≤ I.a)
    (h2 : I.a < 0) :
    (∃ t, I.IsMinimizer t) ∧ ∀ t, I.IsMinimizer t →
      Real.sin t ^ 2 = -I.a / I.b ∧
      meanSpinSq (uhf t) = -4 * I.a * (I.a + I.b) / I.b ^ 2 := by
  constructor
  · obtain ⟨t, ht⟩ := exists_angle (x := -I.a / I.b) (div_nonneg (by linarith) hb.le)
      ((div_le_one hb).2 (by linarith))
    exact ⟨t, (minimizer_iff I hb h1 h2.le t).2 ht⟩
  · intro t ht
    have hx := (minimizer_iff I hb h1 h2.le t).1 ht
    refine ⟨hx, ?_⟩
    have hb' : I.b ≠ 0 := hb.ne'
    rw [meanSpinSq_uhf, Real.sin_two_mul, mul_pow, mul_pow, Real.cos_sq', hx]
    field_simp
    ring

/-- For `b > 0`, a determinant `uhf t` of lowest energy among all mixing angles has `⟨S²⟩ > 0`
exactly when `-b < a < 0`. -/
theorem contaminated_iff (I : Integrals) (hb : 0 < I.b) {t : ℝ} (ht : I.IsMinimizer t) :
    0 < meanSpinSq (uhf t) ↔ -I.b < I.a ∧ I.a < 0 := by
  constructor
  · intro hpos
    rw [meanSpinSq_uhf, Real.sin_two_mul, mul_pow, mul_pow, Real.cos_sq'] at hpos
    have hx0 : 0 < Real.sin t ^ 2 := lt_of_le_of_ne (sq_nonneg _)
      (fun e => by rw [← e] at hpos; norm_num at hpos)
    have hx1 : Real.sin t ^ 2 < 1 := lt_of_le_of_ne (Real.sin_sq_le_one t)
      (fun e => by rw [e] at hpos; norm_num at hpos)
    constructor
    · -- otherwise double occupation of the second orbital is lower in energy
      by_contra hn
      have ha : I.a ≤ -I.b := not_lt.mp hn
      have h : I.energy t ≤ I.energy (Real.pi / 2) := ht _
      rw [energy_eq I t, energy_eq I (Real.pi / 2), Real.sin_pi_div_two] at h
      have p1 := mul_pos hb (pow_pos (sub_pos.mpr hx1) 2)
      have p2 := mul_nonneg (sub_pos.mpr hx1).le (sub_nonneg.mpr ha)
      nlinarith
    · -- otherwise the closed shell is lower in energy
      by_contra hn
      have h : I.energy t ≤ I.energy 0 := ht _
      rw [energy_eq I t] at h
      have p1 := mul_nonneg (not_lt.mp hn) hx0.le
      have p2 := mul_pos hb (pow_pos hx0 2)
      linarith
  · rintro ⟨h1, h2⟩
    rw [((broken_symmetry_spin I hb h1.le h2).2 t ht).2]
    exact div_pos (mul_pos (by linarith) (by linarith)) (pow_pos hb 2)

/-- For `b > 0`, a determinant `uhf t` of lowest energy among all mixing angles has `⟨S²⟩ = 1`
exactly when `a = -b/2`. -/
theorem spin_eq_one_iff (I : Integrals) (hb : 0 < I.b) {t : ℝ} (ht : I.IsMinimizer t) :
    meanSpinSq (uhf t) = 1 ↔ I.a = -I.b / 2 := by
  constructor
  · intro h
    obtain ⟨h1, h2⟩ := (contaminated_iff I hb ht).1 (by rw [h]; norm_num)
    rw [((broken_symmetry_spin I hb h1.le h2).2 t ht).2,
      div_eq_iff (pow_pos hb 2).ne'] at h
    have hsq : (2 * I.a + I.b) ^ 2 = 0 := by linear_combination -h
    have := pow_eq_zero_iff (two_ne_zero) |>.1 hsq
    linarith
  · intro h
    rw [((broken_symmetry_spin I hb (by linarith) (by linarith)).2 t ht).2,
      div_eq_iff (pow_pos hb 2).ne', h]
    ring

end

end SpinContamination
```

```lean
#print axioms SpinContamination.restricted_minimizer_iff
#print axioms SpinContamination.spin_eq_one_iff
```

```
'SpinContamination.restricted_minimizer_iff' depends on axioms: [propext, Classical.choice, Quot.sound]
'SpinContamination.spin_eq_one_iff' depends on axioms: [propext, Classical.choice, Quot.sound]
```

## Finite sums, a quadratic and two comparisons

`meanSpinSq_slater` computes the squared norm and the unnormalized expectation value separately, as `hN` and `hS`. In each, `simp` expands the sums over orbitals and spins, and `ring` identifies the resulting polynomials. This direct summation replaces the argument through S₊D. `meanSpinSq_uhf` then inserts the rotated orbitals, using sin²t + cos²t = 1 for their normalization and for the final identity.

`energy_eq` is the reduction to a quadratic in x. `exists_angle` turns a chosen x in [0, 1] back into an angle, the arcsine of √x.

In `restricted_minimizer_iff`, the forward direction assumes a < 0 and uses the trial value y; the equation `e` is the energy change ay(1 + y). This trial value stays below 1 even for a < −b, where −a/b would not correspond to any angle. The reverse direction adds two nonnegative terms.

In `minimizer_iff`, `key` is the completed square. A minimizer is compared with an angle `r` for which sin²r = m; if its own x differed from m, its energy would be strictly higher. `broken_symmetry_spin` combines this with sin²(2t) = 4x(1 − x), and `field_simp` and `ring` finish the algebra.

`contaminated_iff` first excludes x = 0 and x = 1, then makes the comparisons with t = π/2 and t = 0. In the first, assuming a ≤ −b, the products `p1` and `p2` supply the signs in

E(t) − E(π/2) = b(1 − x)² + 2(1 − x)(−b − a) > 0,

which contradicts minimality. `spin_eq_one_iff` uses the previous theorem to place a inside the window, where the formula for ⟨S²⟩ applies, and obtains the square (2a + b)² = 0 as `hsq`.
